# For odd n, the sum of 1/(m² − n²) over positive odd m ≠ n is 1/(4n²)

For every odd positive integer n,

Σ 1/(m² − n²) = 1/(4n²), summed over odd positive m ≠ n,

and the series converges in any order of its terms. This sum gives the second-order energy of an odd level n in an infinite well of width a with a barrier α δ(x − a/2) at its centre:

E_n⁽²⁾ = −2Mα²/(πħn)².

Here M is the mass of the particle and α, an energy times a length, is the strength of the barrier. For this one-particle model in one dimension, the closed value is a reference against which a truncated sum over states can be tested.

```lean
import Mathlib

open Finset Filter Topology Real

namespace CentralDeltaBarrier

noncomputable section
```

The well occupies 0 ≤ x ≤ a, and its levels are numbered m = 1, 2, 3, … The states are

ψ_m(x) = √(2/a) sin(mπx/a).

In Lean, `wellState` is this formula for all real x. Only its value at the centre is used below.

```lean
/-- The function `√(2/a) sin(mπx/a)` of a real `x`. For `m ≥ 1` and `0 ≤ x ≤ a` it is the stationary
state `m` of an infinite well on `[0, a]`. -/
def wellState (a : ℝ) (m : ℕ) (x : ℝ) : ℝ := √(2 / a) * sin (m * π * x / a)
```

The energies are E_m = m²π²ħ²/(2Ma²). These states and energies enter as definitions; the Schrödinger equation is not solved in the file.

```lean
/-- The energy of level `m` for a particle of mass `M` in a well of width `a`. -/
def wellEnergy (hbar M a : ℝ) (m : ℕ) : ℝ := (m : ℝ) ^ 2 * (π ^ 2 * hbar ^ 2 / (2 * M * a ^ 2))
```

The matrix element of the barrier is V_mn = α ∫ ψ_m(x) ψ_n(x) δ(x − a/2) dx. The delta function, an idealised barrier of zero width, is represented by the Dirac measure at a/2.

```lean
/-- The matrix element between levels `m` and `n` of a delta barrier of strength `α`
at the centre of the well. -/
def deltaElement (α a : ℝ) (m n : ℕ) : ℝ :=
  α * ∫ x, wellState a m x * wellState a n x ∂(MeasureTheory.Measure.dirac (a / 2))
```

For the sum itself, `oddTerm n m` is 1/(m² − n²) if m is odd and different from n, and zero otherwise. The integers are converted to real numbers before subtraction, so terms with m < n are negative as they should be.

```lean
/-- The term `1 / (m² - n²)` for odd `m` different from `n`, and zero for all other `m`. -/
def oddTerm (n m : ℕ) : ℝ :=
  if Odd m ∧ m ≠ n then 1 / ((m : ℝ) ^ 2 - (n : ℝ) ^ 2) else 0
```

## (a) Partial fractions between odd levels

**Task.** Write m = 2k+1 and n = 2j+1 with k, j ≥ 0, and split the term into reciprocals that are linear in k.

**Solution.** The difference of squares factorises:

m² − n² = (m − n)(m + n) = 4(k − j)(k + j + 1).

For k ≠ j,

1/(k − j) − 1/(k + j + 1) = (2j + 1)/[(k − j)(k + j + 1)],

and therefore

1/(m² − n²) = (1/(4n)) [1/(k − j) − 1/(k + j + 1)].

At k = j the term is excluded and must be zero. Lean sets 0⁻¹ = 0, so the bracket there equals −1/(2j + 1) = −1/n. Adding 1/n at k = j alone repairs it, and one formula then holds for every k. The same convention for 1/0 is used in (b).

The proof treats the two cases separately: `simp` settles k = j, and `field_simp` with `ring` does the algebra for k ≠ j.

```lean
/-- Partial fractions of a term between the odd levels `2k+1` and `2j+1`,
with a correction for the excluded level `k = j`. -/
theorem oddTerm_partial_fractions (j k : ℕ) :
    oddTerm (2 * j + 1) (2 * k + 1) = 1 / (4 * (2 * (j : ℝ) + 1)) *
      (((k : ℝ) - j)⁻¹ - ((k : ℝ) + j + 1)⁻¹ + if k = j then 1 / (2 * (j : ℝ) + 1) else 0) := by
  by_cases h : k = j
  · subst h
    have e : (k : ℝ) + k + 1 = 2 * k + 1 := by ring
    simp [oddTerm, e]
  · have h1 : (k : ℝ) - j ≠ 0 := sub_ne_zero.mpr (by exact_mod_cast h)
    have h2 : (k : ℝ) + j + 1 ≠ 0 := by positivity
    have h3 : 2 * (j : ℝ) + 1 ≠ 0 := by positivity
    have e : ((2 * k + 1 : ℕ) : ℝ) ^ 2 - ((2 * j + 1 : ℕ) : ℝ) ^ 2
        = 4 * (((k : ℝ) - j) * ((k : ℝ) + j + 1)) := by push_cast; ring
    rw [oddTerm, if_pos ⟨⟨k, rfl⟩, by omega⟩, if_neg h, e]
    field_simp
    ring
```

## (b) Telescoping to a block at the cutoff

**Task.** Sum the difference of reciprocals over k = 0, …, N − 1.

**Solution.** Define the block of n = 2j+1 consecutive reciprocals

S(N) = Σ 1/(N + i − j), i = 0, …, 2j.

Raising N by one removes the first reciprocal and adds a new last one:

S(N + 1) − S(N) = 1/(N + j + 1) − 1/(N − j).

This is minus the summand at k = N. The sum up to N is therefore S(0) − S(N). The denominators in S(0) run from −j to j, so opposite terms cancel and the middle one counts as zero. Hence S(0) = 0, and the sum is −S(N).

The Lean proof is an induction on N. Its base case reverses the order of the block with `Finset.sum_range_reflect`, which shows that S(0) equals its own negative. Its step splits off the last and the first term of a block one longer, which is the exchange of ends above.

```lean
/-- The differences of reciprocals sum to minus a block of `2j+1` reciprocals at the cutoff `N`. -/
theorem telescope (j N : ℕ) :
    ∑ k ∈ range N, (((k : ℝ) - j)⁻¹ - ((k : ℝ) + j + 1)⁻¹)
      = -∑ i ∈ range (2 * j + 1), ((N : ℝ) + ((i : ℝ) - j))⁻¹ := by
  induction N with
  | zero =>
    -- the initial block is antisymmetric about its middle
    have h : ∑ i ∈ range (2 * j + 1), (((2 * j + 1 - 1 - i : ℕ) : ℝ) - j)⁻¹
        = ∑ i ∈ range (2 * j + 1), ((i : ℝ) - j)⁻¹ :=
      Finset.sum_range_reflect (fun i : ℕ => ((i : ℝ) - j)⁻¹) (2 * j + 1)
    have h2 : ∑ i ∈ range (2 * j + 1), (((2 * j + 1 - 1 - i : ℕ) : ℝ) - j)⁻¹
        = -∑ i ∈ range (2 * j + 1), ((i : ℝ) - j)⁻¹ := by
      rw [← Finset.sum_neg_distrib]
      refine Finset.sum_congr rfl fun i hi => ?_
      have hi' : i ≤ 2 * j := by
        have := Finset.mem_range.mp hi
        omega
      rw [show 2 * j + 1 - 1 - i = 2 * j - i by omega, Nat.cast_sub hi', ← inv_neg]
      congr 1
      push_cast
      ring
    have h0 : ∑ i ∈ range (2 * j + 1), ((i : ℝ) - j)⁻¹ = 0 := by linarith
    simp only [Finset.range_zero, Finset.sum_empty, Nat.cast_zero, zero_add, h0, neg_zero]
  | succ N ih =>
    -- moving the cutoff by one exchanges the two ends of the block
    have h1 := Finset.sum_range_succ (fun i : ℕ => ((N : ℝ) + ((i : ℝ) - j))⁻¹) (2 * j + 1)
    have h2 := Finset.sum_range_succ' (fun i : ℕ => ((N : ℝ) + ((i : ℝ) - j))⁻¹) (2 * j + 1)
    have e1 : (N : ℝ) + (((2 * j + 1 : ℕ) : ℝ) - j) = (N : ℝ) + j + 1 := by push_cast; ring
    have e2 : (N : ℝ) + (((0 : ℕ) : ℝ) - j) = (N : ℝ) - j := by push_cast; ring
    have e3 : ∑ i ∈ range (2 * j + 1), ((N : ℝ) + (((i + 1 : ℕ) : ℝ) - j))⁻¹
        = ∑ i ∈ range (2 * j + 1), (((N + 1 : ℕ) : ℝ) + ((i : ℝ) - j))⁻¹ := by
      refine Finset.sum_congr rfl fun i _ => ?_
      congr 1
      push_cast
      ring
    rw [e1] at h1
    rw [e2, e3] at h2
    rw [Finset.sum_range_succ, ih]
    linarith
```

## (c) The sum over the first N odd levels

**Task.** Find the partial sum when the level n is among the first N odd levels, that is, when j < N.

**Solution.** Sum the formula of (a) over k. The reciprocals give −S(N) by (b), and the correction at k = j contributes 1/n once:

Σ (terms with k < N) = (1/(4n)) [1/n − S(N)].

For n = 1 the block is the single reciprocal 1/N, and the partial sum is (1 − 1/N)/4. In general the part still missing at cutoff N is S(N)/(4n), which for N much larger than n is close to 1/(4N). A sum over states for this model thus converges only slowly with the number of levels kept.

In the proof, `hs` picks out the correction and `telescope` supplies the block.

```lean
/-- The sum over the first `N` odd levels, once the level `2j+1` is among them. -/
theorem partial_sum (j N : ℕ) (h : j < N) :
    ∑ k ∈ range N, oddTerm (2 * j + 1) (2 * k + 1) = 1 / (4 * (2 * (j : ℝ) + 1)) *
      (1 / (2 * (j : ℝ) + 1) - ∑ i ∈ range (2 * j + 1), ((N : ℝ) + ((i : ℝ) - j))⁻¹) := by
  have hs : ∑ k ∈ range N, (if k = j then 1 / (2 * (j : ℝ) + 1) else 0)
      = 1 / (2 * (j : ℝ) + 1) := by simp [h]
  simp only [oddTerm_partial_fractions]
  rw [← Finset.mul_sum, Finset.sum_add_distrib, telescope, hs]
  ring
```

## (d) The limit, independent of the order of summation

**Task.** Let N go to infinity, and show that the order of the terms is immaterial.

**Solution.** S(N) has a fixed number n of terms, and each tends to zero. Hence S(N) → 0, and the partial sums tend to

(1/(4n)) · (1/n) = 1/(4n²).

Only the finitely many terms with m < n are negative. From then on all terms are nonnegative, and a series of nonnegative terms whose partial sums converge may be summed in any order. Restoring the first few terms does not change this.

`HasSum` expresses this order-independent convergence together with its value. In the proof, `hb` is the limit of the block and `ht` the limit of the partial sums. To obtain `hk`, the first j + 1 terms are set aside, and the criterion for nonnegative terms is applied to the rest. Finally the sum over k becomes a sum over all natural numbers m, since `oddTerm` vanishes for every m not of the form 2k+1.

```lean
/-- For odd `n` the terms `oddTerm n m`, summed over all `m`, give `1 / (4 n²)`. -/
theorem hasSum_oddTerm {n : ℕ} (hn : Odd n) : HasSum (oddTerm n) (1 / (4 * (n : ℝ) ^ 2)) := by
  obtain ⟨j, rfl⟩ := hn
  -- the block of reciprocals at the cutoff tends to zero
  have hb : Tendsto (fun N : ℕ => ∑ i ∈ range (2 * j + 1), ((N : ℝ) + ((i : ℝ) - j))⁻¹)
      atTop (𝓝 0) := by
    have := tendsto_finsetSum (range (2 * j + 1)) (fun i _ => tendsto_inv_atTop_zero.comp
      (tendsto_atTop_add_const_right atTop ((i : ℝ) - j) (tendsto_natCast_atTop_atTop (R := ℝ))))
    simpa [Function.comp_def] using this
  have ht : Tendsto (fun N : ℕ => ∑ k ∈ range N, oddTerm (2 * j + 1) (2 * k + 1)) atTop
      (𝓝 (1 / (4 * ((2 * j + 1 : ℕ) : ℝ) ^ 2))) := by
    have h := (hb.const_sub (1 / (2 * (j : ℝ) + 1))).const_mul (1 / (4 * (2 * (j : ℝ) + 1)))
    have e : 1 / (4 * (2 * (j : ℝ) + 1)) * (1 / (2 * (j : ℝ) + 1) - 0)
        = 1 / (4 * ((2 * j + 1 : ℕ) : ℝ) ^ 2) := by
      push_cast
      rw [sub_zero, div_mul_div_comm]
      congr 1 <;> ring
    rw [e] at h
    refine h.congr' ?_
    filter_upwards [eventually_gt_atTop j] with N hN
    exact (partial_sum j N hN).symm
  -- terms above level `n` are nonnegative, so the series converges unconditionally
  have hk : HasSum (fun k : ℕ => oddTerm (2 * j + 1) (2 * k + 1))
      (1 / (4 * ((2 * j + 1 : ℕ) : ℝ) ^ 2)) := by
    rw [← hasSum_nat_add_iff' (j + 1), hasSum_iff_tendsto_nat_of_nonneg]
    · refine ((ht.comp (tendsto_add_atTop_nat (j + 1))).sub_const _).congr fun N => ?_
      simp only [Function.comp_apply]
      induction N with
      | zero => simp
      | succ N ih =>
        rw [Finset.sum_range_succ _ N, ← ih, show N + 1 + (j + 1) = N + (j + 1) + 1 by omega,
          Finset.sum_range_succ _ (N + (j + 1))]
        ring
    · intro i
      unfold oddTerm
      split_ifs
      · have hle : ((2 * j + 1 : ℕ) : ℝ) ≤ ((2 * (i + (j + 1)) + 1 : ℕ) : ℝ) :=
          Nat.cast_le.mpr (by omega)
        exact div_nonneg zero_le_one
          (sub_nonneg.mpr (pow_le_pow_left₀ (Nat.cast_nonneg _) hle 2))
      · exact le_rfl
  have hg : Function.Injective (fun k : ℕ => 2 * k + 1) := fun x y h => by
    dsimp only at h
    omega
  refine (Function.Injective.hasSum_iff (f := oddTerm (2 * j + 1)) hg ?_).mp hk
  intro m hm
  exact if_neg fun h => hm (by obtain ⟨r, hr⟩ := h.1; exact ⟨r, hr.symm⟩)
```

## (e) The sum over odd levels only

**Task.** State the result as a sum that runs over the odd m ≠ n themselves, with no zero terms added.

**Solution.** Terms equal to zero can be deleted without changing the sum:

Σ 1/(m² − n²) = 1/(4n²), over odd m ≠ n.

The index type `{m : ℕ // Odd m ∧ m ≠ n}` contains exactly these levels. The proof identifies `oddTerm n` with the function that is 1/(m² − n²) on this set and zero elsewhere, and then applies (d).

```lean
/-- For odd `n`, the sum of `1 / (m² - n²)` over all odd `m` different from `n` is `1 / (4 n²)`. -/
theorem hasSum_odd_levels {n : ℕ} (hn : Odd n) :
    HasSum (fun m : {m : ℕ // Odd m ∧ m ≠ n} => 1 / (((m : ℕ) : ℝ) ^ 2 - (n : ℝ) ^ 2))
      (1 / (4 * (n : ℝ) ^ 2)) := by
  have e : Set.indicator {m : ℕ | Odd m ∧ m ≠ n}
      (fun m : ℕ => 1 / ((m : ℝ) ^ 2 - (n : ℝ) ^ 2)) = oddTerm n := by
    funext m
    by_cases hm : Odd m ∧ m ≠ n
    · rw [oddTerm, if_pos hm]
      exact Set.indicator_of_mem (s := {m : ℕ | Odd m ∧ m ≠ n}) hm _
    · rw [oddTerm, if_neg hm]
      exact Set.indicator_of_notMem (s := {m : ℕ | Odd m ∧ m ≠ n}) hm _
  have h := hasSum_oddTerm hn
  rw [← e] at h
  exact hasSum_subtype_iff_indicator.mpr h
```

## (f) Even levels do not feel the barrier

**Task.** Show that V_mn = 0 when m is even.

**Solution.** The delta function evaluates the integrand at the centre:

V_mn = α ψ_m(a/2) ψ_n(a/2).

For m = 2r,

ψ_m(a/2) = √(2/a) sin(rπ) = 0,

so the product vanishes for every n, including n = m. The states with even m have a node where the barrier stands.

Lean writes the even number as r + r. The equation `e` reduces the argument of the sine to rπ, and `simp` evaluates the integral and the sine.

```lean
/-- The matrix element of the central barrier between an even level `m` and any level `n`, `n = m`
included, is zero. -/
theorem deltaElement_even {α a : ℝ} (ha : 0 < a) {m : ℕ} (hm : Even m) (n : ℕ) :
    deltaElement α a m n = 0 := by
  obtain ⟨r, rfl⟩ := hm
  have h2 : a / 2 / a = 1 / 2 := by field_simp
  have e : ((r + r : ℕ) : ℝ) * π * (a / 2) / a = r * π := by
    rw [mul_div_assoc, h2]
    push_cast
    ring
  simp [deltaElement, MeasureTheory.integral_dirac, wellState, e, Real.sin_nat_mul_pi,
    -Nat.cast_add]
```

## (g) All odd levels couple with equal strength

**Task.** Find V_mn² for odd m and n.

**Solution.** For an odd level l = 2r+1,

sin(lπ/2) = sin(rπ + π/2) = cos(rπ) = ±1,

so ψ_l(a/2)² = 2/a. Therefore

V_mn² = α² · (2/a) · (2/a) = (2α/a)².

The sign of V_mn alternates with the levels, but the second-order energy needs only the square. In the proof, `centre` is the squared amplitude at a/2, used once for m and once for n.

```lean
/-- Between any two odd levels the squared matrix element of the barrier is `(2α/a)²`. -/
theorem deltaElement_sq_odd {α a : ℝ} (ha : 0 < a) {m n : ℕ} (hm : Odd m) (hn : Odd n) :
    deltaElement α a m n ^ 2 = (2 * α / a) ^ 2 := by
  have centre : ∀ l : ℕ, Odd l → wellState a l (a / 2) ^ 2 = 2 / a := by
    rintro l ⟨r, rfl⟩
    have h2 : a / 2 / a = 1 / 2 := by field_simp
    have e : ((2 * r + 1 : ℕ) : ℝ) * π * (a / 2) / a = r * π + π / 2 := by
      rw [mul_div_assoc, h2]
      push_cast
      ring
    have hc : cos (r * π) ^ 2 = 1 := by
      have := Real.sin_sq_add_cos_sq (r * π)
      rw [Real.sin_nat_mul_pi] at this
      linarith
    rw [wellState, e, Real.sin_add_pi_div_two, mul_pow, hc, Real.sq_sqrt (by positivity), mul_one]
  rw [deltaElement, MeasureTheory.integral_dirac, mul_pow, mul_pow, centre m hm, centre n hn]
  ring
```

## (h) The second-order energy of an odd level

**Task.** Evaluate, for odd n,

E_n⁽²⁾ = Σ V_mn²/(E_n − E_m), over all levels m ≥ 1 with m ≠ n.

**Solution.** By (f) the even m contribute nothing. For odd m, (g) gives the numerator, and the denominator is

E_n − E_m = −(m² − n²) π²ħ²/(2Ma²).

Each term is therefore

V_mn²/(E_n − E_m) = −(8Mα²/(π²ħ²)) · 1/(m² − n²).

The width a has cancelled. Summing with (d),

E_n⁽²⁾ = −(8Mα²/(π²ħ²)) · 1/(4n²) = −2Mα²/(πħn)².

The theorem assumes that ħ, M and a are positive and that n is odd; α may have either sign, so an attractive delta well is included. The sum runs over all levels m ≠ n, even and odd, and the restriction to odd m comes out of the matrix elements. The second-order formula of nondegenerate perturbation theory is taken as given: the theorem evaluates its sum and says nothing about how close the result lies to the exact energy.

In the proof, `key` is the algebra for one term, and `e` identifies the whole perturbation sum with a constant times `oddTerm`. Multiplying the sum of (d) by that constant gives the energy, which `hv` brings to its final form.

```lean
/-- The second-order perturbation sum for an odd level `n` of the well with a central delta
barrier, taken over all other levels, equals `-2Mα² / (πħn)²`. -/
theorem second_order_energy {hbar M a : ℝ} (α : ℝ) (hh : 0 < hbar) (hM : 0 < M) (ha : 0 < a)
    {n : ℕ} (hn : Odd n) :
    HasSum (fun m : {m : ℕ // 0 < m ∧ m ≠ n} =>
        deltaElement α a m n ^ 2 / (wellEnergy hbar M a n - wellEnergy hbar M a m))
      (-(2 * M * α ^ 2 / (π * hbar * n) ^ 2)) := by
  have hp : π ≠ 0 := Real.pi_ne_zero
  have hn0 : (n : ℝ) ≠ 0 := Nat.cast_ne_zero.mpr hn.pos.ne'
  have key : ∀ d : ℝ, d ≠ 0 → (2 * α / a) ^ 2 / (-(d * (π ^ 2 * hbar ^ 2 / (2 * M * a ^ 2))))
      = -(8 * M * α ^ 2 / (π ^ 2 * hbar ^ 2)) * (1 / d) := by
    intro d hd
    field_simp
    ring
  have e : Set.indicator {m : ℕ | 0 < m ∧ m ≠ n} (fun m : ℕ =>
      deltaElement α a m n ^ 2 / (wellEnergy hbar M a n - wellEnergy hbar M a m))
      = fun m => -(8 * M * α ^ 2 / (π ^ 2 * hbar ^ 2)) * oddTerm n m := by
    funext m
    by_cases hm : 0 < m ∧ m ≠ n
    · rw [Set.indicator_of_mem (s := {m : ℕ | 0 < m ∧ m ≠ n}) hm]
      by_cases ho : Odd m
      · have hd : (m : ℝ) ^ 2 - (n : ℝ) ^ 2 ≠ 0 := by
          intro h
          have h' : m ^ 2 = n ^ 2 := by exact_mod_cast sub_eq_zero.mp h
          exact hm.2 (Nat.pow_left_injective (n := 2) (by norm_num) h')
        rw [oddTerm, if_pos ⟨ho, hm.2⟩, deltaElement_sq_odd ha ho hn, ← key _ hd]
        congr 1
        unfold wellEnergy
        ring
      · -- even levels do not couple to the barrier
        rw [oddTerm, if_neg fun h => ho h.1, deltaElement_even ha (Nat.not_odd_iff_even.mp ho)]
        simp
    · rw [Set.indicator_of_notMem (s := {m : ℕ | 0 < m ∧ m ≠ n}) hm, oddTerm,
        if_neg fun h => hm ⟨h.1.pos, h.2⟩, mul_zero]
  have hv : -(8 * M * α ^ 2 / (π ^ 2 * hbar ^ 2)) * (1 / (4 * (n : ℝ) ^ 2))
      = -(2 * M * α ^ 2 / (π * hbar * n) ^ 2) := by
    field_simp
    ring
  have hs := (hasSum_oddTerm hn).mul_left (-(8 * M * α ^ 2 / (π ^ 2 * hbar ^ 2)))
  rw [hv, ← e] at hs
  exact hasSum_subtype_iff_indicator.mpr hs

end

end CentralDeltaBarrier
```

```lean
#print axioms CentralDeltaBarrier.hasSum_odd_levels
-- 'CentralDeltaBarrier.hasSum_odd_levels' depends on axioms: [propext, Classical.choice, Quot.sound]
#print axioms CentralDeltaBarrier.second_order_energy
-- 'CentralDeltaBarrier.second_order_energy' depends on axioms: [propext, Classical.choice, Quot.sound]
```
